# A boson can be moved from an occupied site to any site at fixed particle number

The lemma `exists_move` concerns configurations of `N` bosons on a finite set of sites, each given by occupation numbers that are natural numbers with sum `N`. It states that if site `i` is occupied in the configuration `n`, then for every site `j` there is a configuration `m` of the same `N` bosons with n + eⱼ = m + eᵢ, where eᵢ is the occupation vector with a single boson at `i`. For `i ≠ j` this means that one boson moves from `i` to `j`, and for `i = j` it means that `m = n`. The proof defines `m` site by site as n + eⱼ − eᵢ, where the subtraction is safe because `i` is occupied, and then sums the equation over all sites to show that `m` again has `N` bosons.

This version doesn't compile in Lean 4 with Mathlib:

```lean
import Mathlib

open Matrix
open scoped ComplexConjugate

namespace BoseHubbardHohenbergKohn

noncomputable section

variable {V : Type*} [Fintype V] [DecidableEq V] {N : ℕ} {G : SimpleGraph V}

/-- Occupation vectors of `N` bosons on the sites `V`. -/
abbrev Config (V : Type*) [Fintype V] [DecidableEq V] (N : ℕ) :=
  {n : V → ℕ // n ∈ Finset.piAntidiag Finset.univ N}

/-- For `i ≠ j`, `m` arises from `n` by moving one boson from site `i` to site `j`; for `i = j`, `m
= n`. -/
def Move (i j : V) (n m : Config V N) : Prop :=
  n.1 + Pi.single j 1 = m.1 + Pi.single i 1

private lemma sum_config (n : Config V N) : ∑ i, n.1 i = N :=
  (Finset.mem_piAntidiag.mp n.2).1

private lemma exists_move (n : Config V N) (i j : V) (h : 0 < n.1 i) :
    ∃ m : Config V N, Move i j n m := by
  have hle : ∀ x, (Pi.single i 1 : V → ℕ) x ≤ n.1 x + (Pi.single j 1 : V → ℕ) x := by
    intro x
    rcases eq_or_ne x i with rfl | hx
    · rw [Pi.single_eq_same]
      omega
    · rw [Pi.single_eq_of_ne hx]
      exact Nat.zero_le _
  obtain ⟨m, hm⟩ : ∃ m : V → ℕ, n.1 + Pi.single j 1 = m + Pi.single i 1 :=
    ⟨fun x => n.1 x + (Pi.single j 1 : V → ℕ) x - (Pi.single i 1 : V → ℕ) x,
      funext fun x => (Nat.sub_add_cancel (hle x)).symm⟩
  have hs := congrArg (fun f : V → ℕ => ∑ x, f x) hm
  simp only [Pi.add_apply, Finset.sum_add_distrib, Finset.sum_pi_single', Finset.mem_univ,
    if_true] at hs
  have hn := sum_config n
  exact ⟨⟨m, Finset.mem_piAntidiag.mpr ⟨by omega, fun i _ => Finset.mem_univ i⟩⟩, hm⟩

end

end BoseHubbardHohenbergKohn
```

Messages:

```
Main.lean:40:43: error: omega could not prove the goal:
a possible counterexample may satisfy the constraints
  c ≥ 0
  b ≥ 0
  b - c ≥ 1
  a ≥ 1
where
 a := ↑(↑n i)
 b := ↑N
 c := ↑(Finset.univ.sum m)
```

Cause. The error says that `omega` could not prove that the occupations of `m` sum to `N`. The hypotheses `hs` and `hn` do give this by linear arithmetic, but they speak of the sum as `∑ x, m x`, whose summand is the function `fun x => m x`. The goal that comes from `Finset.mem_piAntidiag` has `Finset.univ.sum m`, with the bare function `m`. The two are equal by definition (eta), but `omega` treats each sum as an opaque atom and did not identify these two. The sum in the goal, `c` in the message, was therefore left unconnected to `N`, and the counterexample could take it smaller than `N`.

The repair first proves `hmN : ∑ x, m x = N`, where the sum is written as in `hs`, so `omega` succeeds. It then passes `hmN` where `Finset.univ.sum m = N` is expected, and Lean accepts it because its check of definitional equality includes eta.

This version goes through:

```diff
@@ -38,5 +38,6 @@
     if_true] at hs
   have hn := sum_config n
-  exact ⟨⟨m, Finset.mem_piAntidiag.mpr ⟨by omega, fun i _ => Finset.mem_univ i⟩⟩, hm⟩
+  have hmN : ∑ x, m x = N := by omega
+  exact ⟨⟨m, Finset.mem_piAntidiag.mpr ⟨hmN, fun i _ => Finset.mem_univ i⟩⟩, hm⟩
 
 end
```
